# Dirac exchange turns a density error η in vacuum into a potential error proportional to η^(1/3)

Unscreening is treated here as arithmetic at a single point of space, with exchange as the only density functional. The density at that point is a real number \(n\ge 0\), the Hartree potential is a second number that may be given independently of \(n\), and density noise means that \(n\) is replaced by another number \(m\ge 0\). No radial grid, wavefunction or Poisson equation enters. In this pointwise, exchange-only model, the results below bound the error that density noise causes in an unscreened norm-conserving pseudopotential, and show that its ratio to the noise has no upper limit near zero density.

In Lean 4 with Mathlib:

```lean
import Mathlib

open Set

namespace UnscreeningNoise

noncomputable section
```

## Exchange and unscreening at one point

The Dirac exchange potential is

\[
v(n) = -c\,n^{1/3}.
\]

The constant \(c\) carries the strength of exchange in the homogeneous electron gas; for a spin-unpolarised density in Hartree atomic units it is \((3/\pi)^{1/3}\approx 0.985\). The theorems leave it general and state only its sign.

```lean
/-- The Dirac exchange potential `-c n^(1/3)` at a point with density `n ≥ 0`. -/
def exchangePotential (c n : ℝ) : ℝ := -(c * n ^ (1 / 3 : ℝ))
```

Many norm-conserving pseudopotentials are first obtained in screened form, including the potential of the valence electrons. To get the ionic pseudopotential, one subtracts that valence contribution:

\[
v_{\mathrm{ion}} = v_{\mathrm{scr}} - v_H - v(n).
\]

```lean
/-- Exchange-only unscreening at one point: the Hartree value `vH` and the exchange potential
of the density `n ≥ 0` are subtracted from the screened pseudopotential value `vscr`. -/
def unscreen (c vscr vH n : ℝ) : ℝ := vscr - vH - exchangePotential c n
```

In `unscreen c vscr vH n` the arguments are the exchange constant, the screened value, the Hartree value and the density. Correlation, spin polarisation, gradient terms and core corrections are left out. The screened value is the same with and without noise, although in a real calculation the screened potential and the density are not independent.

## The exchange error is at most c times the cube root of the noise

Everything is done with cube roots, which for \(x\ge 0\) satisfy

\[
\left(x^{1/3}\right)^3 = x^{3\cdot 1/3} = x .
\]

```lean
/-- The cube of the cube root of a nonnegative density is the density. -/
theorem cbrt_cube {x : ℝ} (hx : 0 ≤ x) : (x ^ (1 / 3 : ℝ)) ^ 3 = x := by
  rw [← Real.rpow_natCast, ← Real.rpow_mul hx]
  norm_num
```

The constant factors out of a difference of potentials. For \(c\ge 0\),

\[
|v(n)-v(m)| = \left|-c\,(n^{1/3}-m^{1/3})\right| = c\,|n^{1/3}-m^{1/3}| .
\]

```lean
/-- For `c ≥ 0`, the difference of two exchange potentials is, in absolute value, `c` times
the difference of the cube roots of the densities. -/
theorem abs_exchange_sub {c : ℝ} (hc : 0 ≤ c) (n m : ℝ) :
    |exchangePotential c n - exchangePotential c m|
      = c * |n ^ (1 / 3 : ℝ) - m ^ (1 / 3 : ℝ)| := by
  have h : exchangePotential c n - exchangePotential c m
      = -(c * (n ^ (1 / 3 : ℝ) - m ^ (1 / 3 : ℝ))) := by
    unfold exchangePotential
    ring
  rw [h, abs_neg, abs_mul, abs_of_nonneg hc]
```

It remains to compare cube roots. Take \(a\ge b\ge 0\) and write \(A=a^{1/3}\), \(B=b^{1/3}\), so that \(A\ge B\ge 0\). Then

\[
A^3-B^3-(A-B)^3 = 3AB(A-B)\ge 0,
\]

hence \((A-B)^3\le a-b\), and taking cube roots gives \(A-B\le (a-b)^{1/3}\). Since the roles of the two densities can be exchanged, for all \(n,m\ge 0\)

\[
|v(n)-v(m)|\le c\,|n-m|^{1/3}.
\]

```lean
/-- For `c ≥ 0` and nonnegative densities, the exchange potentials differ by at most `c` times
the cube root of the density difference. -/
theorem exchange_holder {c n m : ℝ} (hc : 0 ≤ c) (hn : 0 ≤ n) (hm : 0 ≤ m) :
    |exchangePotential c n - exchangePotential c m| ≤ c * |n - m| ^ (1 / 3 : ℝ) := by
  -- the ordered case: compare the cubes of both sides
  have key : ∀ a b : ℝ, 0 ≤ b → b ≤ a →
      |a ^ (1 / 3 : ℝ) - b ^ (1 / 3 : ℝ)| ≤ |a - b| ^ (1 / 3 : ℝ) := by
    intro a b hb hab
    have hB : 0 ≤ b ^ (1 / 3 : ℝ) := Real.rpow_nonneg hb _
    have hAB : b ^ (1 / 3 : ℝ) ≤ a ^ (1 / 3 : ℝ) :=
      Real.rpow_le_rpow hb hab (by norm_num)
    have hD : 0 ≤ (a - b) ^ (1 / 3 : ℝ) := Real.rpow_nonneg (sub_nonneg.2 hab) _
    have h1 := cbrt_cube (hb.trans hab)
    have h2 := cbrt_cube hb
    have h3 := cbrt_cube (sub_nonneg.2 hab)
    rw [abs_of_nonneg (sub_nonneg.2 hAB), abs_of_nonneg (sub_nonneg.2 hab)]
    by_contra hlt
    have h4 := pow_lt_pow_left₀ (not_le.1 hlt) hD (three_ne_zero)
    nlinarith [mul_nonneg (mul_nonneg (hB.trans hAB) hB) (sub_nonneg.2 hAB)]
  rw [abs_exchange_sub hc]
  refine mul_le_mul_of_nonneg_left ?_ hc
  rcases le_total m n with h | h
  · exact key n m hm h
  · rw [abs_sub_comm (n ^ (1 / 3 : ℝ)) (m ^ (1 / 3 : ℝ)), abs_sub_comm n m]
    exact key m n hn h
```

The ordered case is the local statement `key`. It takes the cube root by contradiction: if \((a-b)^{1/3}\) were smaller than \(A-B\), its cube would be smaller too, and `nlinarith` refutes this with the nonnegative product \(AB(A-B)\) supplied as a hint. The split by `le_total` then handles both orders of \(n\) and \(m\).

For the unscreened potential, let the noisy calculation have density \(m\) and Hartree value \(v_H'\). Subtracting the two results gives

\[
v_{\mathrm{ion}}-v_{\mathrm{ion}}' = -\big[(v_H-v_H')+(v(n)-v(m))\big],
\]

and the triangle inequality yields

\[
|v_{\mathrm{ion}}-v_{\mathrm{ion}}'|\le |v_H-v_H'|+c\,|n-m|^{1/3}.
\]

```lean
/-- For `c ≥ 0` and nonnegative densities, the error of the unscreened pseudopotential is at most
the Hartree error plus `c` times the cube root of the density error. -/
theorem unscreen_error_le {c n m : ℝ} (hc : 0 ≤ c) (hn : 0 ≤ n) (hm : 0 ≤ m)
    (vscr vH vH' : ℝ) :
    |unscreen c vscr vH n - unscreen c vscr vH' m|
      ≤ |vH - vH'| + c * |n - m| ^ (1 / 3 : ℝ) := by
  have h : unscreen c vscr vH n - unscreen c vscr vH' m
      = -((vH - vH') + (exchangePotential c n - exchangePotential c m)) := by
    unfold unscreen
    ring
  rw [h, abs_neg]
  exact (abs_add_le _ _).trans (by linarith [exchange_holder hc hn hm])
```

The Hartree error is an arbitrary number in this bound; nothing relates it to \(n-m\).

## No larger exponent works near vacuum

Now let \(c>0\) and compare a faint density \(\eta>0\) with vacuum. Because \(v(0)=0\), the potential changes by exactly \(c\,\eta^{1/3}\) in absolute value. Suppose someone proposes the bound \(C\eta^p\) with \(p>1/3\). Set

\[
t=\frac{c}{|C|+1},\qquad \eta=\min\!\left(\delta,\;t^{1/(p-1/3)}\right),
\]

where \(\delta>0\) is any prescribed ceiling on the noise. Then \(\eta^{p-1/3}\le t\), so

\[
C\,\eta^{p-1/3}\le |C|\,t < (|C|+1)\,t = c .
\]

Multiplying by \(\eta^{1/3}>0\) gives \(C\eta^p< c\,\eta^{1/3}\), and the proposed bound is violated.

```lean
/-- For `c > 0` and `p > 1/3`, any proposed bound `C η^p` on the exchange potential change between
vacuum and density `η` is violated at some positive `η ≤ δ`, for any given `δ > 0`. -/
theorem exists_noise_gt {c p δ : ℝ} (hc : 0 < c) (hp : 1 / 3 < p) (hδ : 0 < δ) (C : ℝ) :
    ∃ η, 0 < η ∧ η ≤ δ ∧
      C * η ^ p < |exchangePotential c η - exchangePotential c 0| := by
  have hq : 0 < p - 1 / 3 := sub_pos.2 hp
  have hC : 0 < |C| + 1 := by positivity
  have ht : 0 < c / (|C| + 1) := div_pos hc hC
  -- a density so small that its excess power lies below c / (|C| + 1)
  obtain ⟨η, hη, hηδ, hηt⟩ :
      ∃ η : ℝ, 0 < η ∧ η ≤ δ ∧ η ^ (p - 1 / 3) ≤ c / (|C| + 1) := by
    have hpos : 0 < min δ ((c / (|C| + 1)) ^ (1 / (p - 1 / 3))) :=
      lt_min hδ (Real.rpow_pos_of_pos ht _)
    refine ⟨_, hpos, min_le_left _ _, ?_⟩
    refine (Real.rpow_le_rpow hpos.le (min_le_right _ _) hq.le).trans (le_of_eq ?_)
    rw [← Real.rpow_mul ht.le, one_div_mul_cancel hq.ne', Real.rpow_one]
  have hroot : 0 < η ^ (1 / 3 : ℝ) := Real.rpow_pos_of_pos hη _
  have hlt : C * η ^ (p - 1 / 3) < c := by
    have h1 : C * η ^ (p - 1 / 3) ≤ |C| * η ^ (p - 1 / 3) :=
      mul_le_mul_of_nonneg_right (le_abs_self C) (Real.rpow_nonneg hη.le _)
    have h2 := mul_le_mul_of_nonneg_left hηt (abs_nonneg C)
    have h3 : (|C| + 1) * (c / (|C| + 1)) = c := mul_div_cancel₀ c hC.ne'
    linarith
  have hsplit : η ^ p = η ^ (p - 1 / 3) * η ^ (1 / 3 : ℝ) := by
    rw [← Real.rpow_add hη, sub_add_cancel]
  refine ⟨η, hη, hηδ, ?_⟩
  rw [abs_exchange_sub hc.le, Real.zero_rpow (by norm_num), sub_zero, abs_of_pos hroot,
    hsplit, ← mul_assoc]
  exact mul_lt_mul_of_pos_right hlt hroot
```

The theorem provides such an \(\eta\) for every real \(C\) and every \(\delta>0\), so the failure occurs arbitrarily close to zero density. In the proof, `hlt` is the displayed inequality and `hsplit` is the factorisation \(\eta^p=\eta^{p-1/3}\eta^{1/3}\).

The upper bound and this failure together determine the admissible exponents on \([0,1]\). If \(p>1/3\), the pair \((\eta,0)\) with \(\eta\le 1\) defeats any constant. If \(p\le 1/3\), distinct densities in \([0,1]\) satisfy \(0<|n-m|\le 1\), so lowering the exponent can only raise the power:

\[
|v(n)-v(m)|\le c\,|n-m|^{1/3}\le c\,|n-m|^{p}.
\]

```lean
/-- For `c > 0`, the exchange potential difference of distinct densities in `[0,1]` is bounded by
a constant times the `p`-th power of the density difference exactly when `p ≤ 1/3`. -/
theorem holder_exponent_iff {c : ℝ} (hc : 0 < c) (p : ℝ) :
    (∃ C : ℝ, ∀ n ∈ Icc (0 : ℝ) 1, ∀ m ∈ Icc (0 : ℝ) 1, n ≠ m →
      |exchangePotential c n - exchangePotential c m| ≤ C * |n - m| ^ p) ↔ p ≤ 1 / 3 := by
  constructor
  · rintro ⟨C, hC⟩
    by_contra h
    -- compare a faint density with vacuum
    obtain ⟨η, hη, hη1, hgt⟩ := exists_noise_gt hc (not_le.1 h) one_pos C
    have hle := hC η ⟨hη.le, hη1⟩ 0 ⟨le_rfl, zero_le_one⟩ hη.ne'
    rw [sub_zero η, abs_of_pos hη] at hle
    exact not_lt_of_ge hle hgt
  · intro hp
    refine ⟨c, fun n hn m hm hne => ?_⟩
    have h1 : |n - m| ≤ 1 :=
      abs_le.2 ⟨by linarith [hn.1, hm.2], by linarith [hn.2, hm.1]⟩
    exact (exchange_holder hc.le hn.1 hm.1).trans (mul_le_mul_of_nonneg_left
      (Real.rpow_le_rpow_of_exponent_ge (abs_pos.2 (sub_ne_zero.2 hne)) h1 hp) hc.le)
```

In words: for \(c>0\), a single real constant \(C\) serves all pairs of distinct densities in `Icc 0 1` if and only if \(p\le 1/3\). The condition `n ≠ m` avoids raising zero to a negative power. The upper end 1 refers to whatever unit of density is in use.

The equivalence needs more than \(c\ge 0\). At \(c=0\) the exchange potential vanishes, so \(C=0\) gives a valid bound with \(p=1\), although \(1>1/3\).

## What this does to an unscreened tail

The case \(p=1\) concerns the ratio of potential error to density noise. With the screened and Hartree values held fixed,

\[
|v_{\mathrm{ion}}(\eta)-v_{\mathrm{ion}}(0)| = |v(\eta)-v(0)| = c\,\eta^{1/3},
\]

and for any prescribed gain \(G\) there is an arbitrarily small \(\eta>0\) at which this exceeds \(G\eta\).

```lean
/-- For `c > 0` and a fixed Hartree value, arbitrarily small density noise on top of vacuum
changes the unscreened pseudopotential by more than any prescribed multiple `G` of the noise. -/
theorem unscreen_gain_unbounded {c δ : ℝ} (hc : 0 < c) (hδ : 0 < δ) (vscr vH G : ℝ) :
    ∃ η, 0 < η ∧ η ≤ δ ∧ G * η < |unscreen c vscr vH η - unscreen c vscr vH 0| := by
  obtain ⟨η, hη, hηδ, h⟩ := exists_noise_gt (p := 1) hc (by norm_num) hδ G
  refine ⟨η, hη, hηδ, ?_⟩
  have hd : unscreen c vscr vH η - unscreen c vscr vH 0
      = -(exchangePotential c η - exchangePotential c 0) := by
    unfold unscreen
    ring
  rw [hd, abs_neg]
  rwa [Real.rpow_one] at h
```

The error itself still tends to zero with the noise; it is the gain, \(c\,\eta^{-2/3}\), that grows without limit. Holding the Hartree value fixed isolates the part due to exchange.

Writing the noise as a cube makes the size explicit. For \(\varepsilon\ge 0\) and \(c\ge 0\), a density error \(\eta=\varepsilon^3\) on top of vacuum gives

\[
|v_{\mathrm{ion}}(\varepsilon^3)-v_{\mathrm{ion}}(0)| = c\,(\varepsilon^3)^{1/3}=c\,\varepsilon .
\]

```lean
/-- For `c ≥ 0`, `ε ≥ 0` and a fixed Hartree value, a density error `ε³` on top of vacuum
changes the unscreened pseudopotential by exactly `c ε` in absolute value. -/
theorem unscreen_vacuum_noise {c ε : ℝ} (hc : 0 ≤ c) (hε : 0 ≤ ε) (vscr vH : ℝ) :
    |unscreen c vscr vH (ε ^ 3) - unscreen c vscr vH 0| = c * ε := by
  have hroot : (ε ^ 3) ^ (1 / 3 : ℝ) = ε := by
    rw [← Real.rpow_natCast, ← Real.rpow_mul hε]
    norm_num
  have hd : unscreen c vscr vH (ε ^ 3) - unscreen c vscr vH 0
      = -(exchangePotential c (ε ^ 3) - exchangePotential c 0) := by
    unfold unscreen
    ring
  rw [hd, abs_neg, abs_exchange_sub hc, hroot, Real.zero_rpow (by norm_num), sub_zero,
    abs_of_nonneg hε]
```

If a pseudopotential generator carries out the subtraction point by point on a radial grid, this includes points far from the nucleus where the valence density has almost vanished. Apply the present model there, with exchange only and with the screened and Hartree values held fixed. If the density should be zero but is stored as \(10^{-12}\) in atomic units, then \(\varepsilon=10^{-4}\), and the model's ionic potential is off by about \(10^{-4}\) hartree. The gain is about \(10^{8}\). This concerns absolute errors: an error that remains a fixed small fraction of the density changes \(v\) by a small fraction of its own value.

## Above a density floor the exchange error has a linear bound

The large gain belongs to the low-density region. Let both densities be at least \(n_0>0\), and put \(A=n^{1/3}\), \(B=m^{1/3}\), \(r=n_0^{1/3}\), so that \(A,B\ge r>0\). Factoring the difference of cubes gives

\[
n-m=(A-B)(A^2+AB+B^2),\qquad A^2+AB+B^2\ge 3r^2 .
\]

Therefore \(3r^2|A-B|\le |n-m|\), and

\[
|v(n)-v(m)| = c\,|A-B|\le \frac{c}{3\,n_0^{2/3}}\,|n-m| .
\]

```lean
/-- For `c ≥ 0` and densities above a floor `n₀ > 0`, the exchange potential difference is at most
`c / (3 n₀^(2/3))` times the density difference. -/
theorem exchange_lipschitz_above_floor {c n₀ n m : ℝ} (hc : 0 ≤ c) (h₀ : 0 < n₀)
    (hn : n₀ ≤ n) (hm : n₀ ≤ m) :
    |exchangePotential c n - exchangePotential c m|
      ≤ c / (3 * (n₀ ^ (1 / 3 : ℝ)) ^ 2) * |n - m| := by
  have hA : n₀ ^ (1 / 3 : ℝ) ≤ n ^ (1 / 3 : ℝ) := Real.rpow_le_rpow h₀.le hn (by norm_num)
  have hB : n₀ ^ (1 / 3 : ℝ) ≤ m ^ (1 / 3 : ℝ) := Real.rpow_le_rpow h₀.le hm (by norm_num)
  have hr : 0 < n₀ ^ (1 / 3 : ℝ) := Real.rpow_pos_of_pos h₀ _
  have h1 := cbrt_cube (h₀.le.trans hn)
  have h2 := cbrt_cube (h₀.le.trans hm)
  rw [abs_exchange_sub hc]
  generalize n ^ (1 / 3 : ℝ) = A at *
  generalize m ^ (1 / 3 : ℝ) = B at *
  generalize n₀ ^ (1 / 3 : ℝ) = r at *
  -- factor the difference of cubes and bound the quadratic factor from below
  have hS : 3 * r ^ 2 ≤ A ^ 2 + A * B + B ^ 2 := by
    nlinarith [mul_nonneg (sub_nonneg.2 hA) (sub_nonneg.2 hB),
      mul_nonneg hr.le (sub_nonneg.2 hA), mul_nonneg hr.le (sub_nonneg.2 hB),
      sq_nonneg (A - r), sq_nonneg (B - r)]
  have hfac : n - m = (A - B) * (A ^ 2 + A * B + B ^ 2) := by
    linear_combination h2 - h1
  have hkey : |A - B| * (3 * r ^ 2) ≤ |n - m| := by
    rw [hfac, abs_mul, abs_of_nonneg (le_trans (by positivity) hS)]
    exact mul_le_mul_of_nonneg_left hS (abs_nonneg _)
  rw [div_mul_eq_mul_div, le_div_iff₀ (by positivity), mul_assoc]
  exact mul_le_mul_of_nonneg_left hkey hc

end

end UnscreeningNoise
```

The code writes \(n_0^{2/3}\) as the square of the cube root. After the `generalize` steps the cube roots are plain real numbers `A`, `B` and `r`; `hS` is the lower bound on the quadratic factor, `hfac` the factorisation, and `hkey` their combination. The constant equals the magnitude of the slope of \(v\) at \(n_0\), where the slope is steepest in the allowed range.

For \(c>0\), it is not enough that only one density respects the floor. With \(n=n_0\) and \(m=0\), the left side is \(c\,n_0^{1/3}\), while the right side is only a third of that.

```lean
#print axioms UnscreeningNoise.holder_exponent_iff
#print axioms UnscreeningNoise.unscreen_gain_unbounded
#print axioms UnscreeningNoise.unscreen_vacuum_noise
#print axioms UnscreeningNoise.exchange_lipschitz_above_floor
```

```
'UnscreeningNoise.holder_exponent_iff' depends on axioms: [propext, Classical.choice, Quot.sound]
'UnscreeningNoise.unscreen_gain_unbounded' depends on axioms: [propext, Classical.choice, Quot.sound]
'UnscreeningNoise.unscreen_vacuum_noise' depends on axioms: [propext, Classical.choice, Quot.sound]
'UnscreeningNoise.exchange_lipschitz_above_floor' depends on axioms: [propext, Classical.choice, Quot.sound]
```
